# Derivatives of a one-dimensional Hermite Gaussian expansion with respect to its two centres

Let \(A\) and \(B\) be the centres of two Gaussians on a line, with fixed exponents \(a\) and \(b\) such that \(p=a+b\neq0\). Write \(R=A-B\) for their separation, \(P=(aA+bB)/p\) for the product centre and \(x\) for the electron coordinate. The Hermite Gaussians and the charge distribution are

\[
L_t(x;p,P)=\frac{\partial^t}{\partial P^t}e^{-p(x-P)^2},\qquad
O=\sum_{t\in s}E_t(R)\,L_t(x;p,P),
\]

where \(s\) is a finite set of indices. If every \(E_t\) with \(t\in s\) is differentiable at \(R\), with derivative \(E_t'\), then

\[
\frac{\partial O}{\partial A}=\sum_{t\in s}\Big[\frac ap E_tL_{t+1}+E_t'L_t\Big],\qquad
\frac{\partial O}{\partial B}=\sum_{t\in s}\Big[\frac bp E_tL_{t+1}-E_t'L_t\Big],
\]

\[
\frac{\partial O}{\partial A}+\frac{\partial O}{\partial B}=\sum_{t\in s}E_tL_{t+1}.
\]

## Centre derivatives in gradient code

In the McMurchie-Davidson scheme, a product of two Gaussian basis functions is expanded in Hermite Gaussians, and integrals are assembled from the coefficients \(E_t\) and integrals over the \(L_t\). When the basis functions are centred on the nuclei, derivatives of these products with respect to the centres enter the analytic nuclear gradient. For one pair of primitives in one Cartesian direction, at fixed exponents, the formulas show what a routine that differentiates the Hermite expansion itself uses: Hermite functions of one order higher, and the derivatives of the coefficients. Another route is to differentiate the basis functions first and then expand the new products.

The sum rule gives a cheap test of such a routine, but a partial one. If the \(E_t'\) terms are left out of both derivatives, the sum is still correct, because those terms cancel in it. A separate test of one centre derivative, for example against a finite difference, closes this gap: if that derivative and the sum are both correct, so is the other derivative.

The smallest case shows the damage. For two s-type Gaussians only \(t=0\) occurs, with \(E_0=e^{-\mu R^2}\) and \(\mu=ab/p\). Since \(L_1=2p(x-P)L_0\) and \(E_0'=-2\mu RE_0\),

\[
\frac{\partial O}{\partial A}=\Big[2a(x-P)-\frac{2ab}{p}R\Big]E_0L_0=2a(x-A)\,E_0L_0,
\]

as direct differentiation of \(e^{-a(x-A)^2}\) requires. Without the \(E_0'\) term the factor would be \(2a(x-P)\), which refers to the wrong centre.

## The chain rule in separation and product centre

The Gaussian is smooth in \(P\), so one more derivative of \(L_t\) gives

\[
\frac{\partial L_t}{\partial P}=L_{t+1}.
\]

Suppose that \(R\) and \(P\) both depend differentiably on a parameter \(u\). The product rule and the chain rule give, term by term,

\[
\frac{d}{du}\big[E_t(R)L_t(x;p,P)\big]
=\frac{dP}{du}E_tL_{t+1}+\frac{dR}{du}E_t'L_t .
\]

Moving \(A\) alone means \(dR/dA=1\) and \(dP/dA=a/p\). Moving \(B\) alone means \(dR/dB=-1\) and \(dP/dB=b/p\). Inserting these values and summing over \(t\) gives the two centre derivatives. When they are added, the terms in \(E_t'\) cancel, and \(a/p+b/p=1\) leaves \(\sum_{t\in s} E_tL_{t+1}\).

## Joint displacement and the electron coordinate

If both centres move by \(v\), the separation stays at \(R\), while the product centre becomes

\[
\frac{a(A+v)+b(B+v)}{p}=P+v .
\]

The coefficients are then constants, and each derivative in \(v\) raises every Hermite index by one. After \(n\) derivatives,

\[
\frac{d^n}{dv^n}O(A+v,B+v)=\sum_{t\in s}E_t(R)\,L_{t+n}(x;p,P+v).
\]

No differentiability of \(E_t\) is needed here. For \(n=0\) the formula returns the displaced distribution itself.

The Gaussian depends on \(x\) and \(P\) only through \(P-x\), so \(L_t(x;p,P)=L_t(0;p,P-x)\). Differentiating in \(x\) brings a factor \(-1\):

\[
\frac{\partial O}{\partial x}=-\sum_{t\in s}E_tL_{t+1}.
\]

Together with the sum rule this expresses translational invariance: moving both centres and the electron by the same amount leaves \(O\) unchanged.

## A p-type Gaussian times an s-type Gaussian

With \(y=x-P\), the distances to the centres are \(x-A=y-(b/p)R\) and \(x-B=y+(a/p)R\). Squaring and adding, the terms in \(yR\) cancel:

\[
a(x-A)^2+b(x-B)^2=p\,y^2+\frac{ab}{p}R^2 .
\]

The first two Hermite Gaussians are \(L_0=e^{-py^2}\) and \(L_1=2p\,y\,L_0\). Hence

\[
(x-A)e^{-a(x-A)^2}e^{-b(x-B)^2}
=e^{-abR^2/p}\Big[-\frac bp R\,L_0+\frac1{2p}L_1\Big].
\]

The two coefficients are differentiable functions of \(R\), so the centre formulas apply to this product. The Gaussians are unnormalised; normalisation constants that depend only on the exponents multiply both sides.

## The Lean file

```lean
import Mathlib

open Finset

namespace McMurchieDavidsonGradient

noncomputable section

/-- The Hermite Gaussian `L_t(x; p, P)`: the `t`-th derivative of `exp (-p (x - P)^2)` with
respect to the centre `P`. -/
def hermiteGaussian (p x : ℝ) (t : ℕ) (P : ℝ) : ℝ :=
  iteratedDeriv t (fun Q : ℝ => Real.exp (-p * (x - Q) ^ 2)) P

/-- The centre `P = (a A + b B) / (a + b)` of a product of two Gaussians, for `a + b ≠ 0`. -/
def centre (a b A B : ℝ) : ℝ := (a * A + b * B) / (a + b)

/-- The charge distribution `∑ E_t(A - B) L_t(x; a + b, P)` over a finite set `s` of Hermite
indices, for `a + b ≠ 0`. -/
def distribution (s : Finset ℕ) (E : ℕ → ℝ → ℝ) (a b x A B : ℝ) : ℝ :=
  ∑ t ∈ s, E t (A - B) * hermiteGaussian (a + b) x t (centre a b A B)

/-- Differentiating a Hermite Gaussian with respect to its centre raises its index by one. -/
theorem hasDerivAt_hermiteGaussian (p x : ℝ) (t : ℕ) (P : ℝ) :
    HasDerivAt (hermiteGaussian p x t) (hermiteGaussian p x (t + 1) P) P := by
  have hs : ContDiff ℝ ((t + 1 : ℕ) : WithTop ℕ∞)
      (fun Q : ℝ => Real.exp (-p * (x - Q) ^ 2)) := by fun_prop
  have hd := hs.differentiable_iteratedDeriv t (by exact_mod_cast Nat.lt_succ_self t)
  have h := (hd P).hasDerivAt
  rw [← iteratedDeriv_succ] at h
  exact h

/-- Chain rule for a Hermite expansion whose separation `R` and centre `P` both move with a
parameter, when `R`, `P` and the coefficients are differentiable at the point considered. -/
theorem hasDerivAt_expansion (s : Finset ℕ) (E : ℕ → ℝ → ℝ) (E' : ℕ → ℝ) (p x : ℝ)
    {R P : ℝ → ℝ} {R' P' u : ℝ} (hR : HasDerivAt R R' u) (hP : HasDerivAt P P' u)
    (hE : ∀ t ∈ s, HasDerivAt (E t) (E' t) (R u)) :
    HasDerivAt (fun v => ∑ t ∈ s, E t (R v) * hermiteGaussian p x t (P v))
      (∑ t ∈ s, (P' * E t (R u) * hermiteGaussian p x (t + 1) (P u)
        + R' * E' t * hermiteGaussian p x t (P u))) u := by
  refine HasDerivAt.fun_sum fun t ht => ?_
  have h1 : HasDerivAt (fun v => E t (R v)) (E' t * R') u := (hE t ht).comp u hR
  have h2 : HasDerivAt (fun v => hermiteGaussian p x t (P v))
      (hermiteGaussian p x (t + 1) (P u) * P') u :=
    (hasDerivAt_hermiteGaussian p x t (P u)).comp u hP
  exact (h1.fun_mul h2).congr_deriv (by ring)

/-- Derivatives of the charge distribution with respect to the centres `A` and `B`, for
`a + b ≠ 0` and coefficients differentiable at `A - B`. In their sum the derivatives of the
coefficients cancel and every Hermite index is raised by one. -/
theorem centre_derivatives (s : Finset ℕ) (E : ℕ → ℝ → ℝ) (E' : ℕ → ℝ) (a b x A B : ℝ)
    (hp : a + b ≠ 0) (hE : ∀ t ∈ s, HasDerivAt (E t) (E' t) (A - B)) :
    HasDerivAt (fun v => distribution s E a b x v B)
      (∑ t ∈ s, (a / (a + b) * E t (A - B) * hermiteGaussian (a + b) x (t + 1) (centre a b A B)
        + E' t * hermiteGaussian (a + b) x t (centre a b A B))) A ∧
    HasDerivAt (fun v => distribution s E a b x A v)
      (∑ t ∈ s, (b / (a + b) * E t (A - B) * hermiteGaussian (a + b) x (t + 1) (centre a b A B)
        - E' t * hermiteGaussian (a + b) x t (centre a b A B))) B ∧
    deriv (fun v => distribution s E a b x v B) A + deriv (fun v => distribution s E a b x A v) B
      = ∑ t ∈ s, E t (A - B) * hermiteGaussian (a + b) x (t + 1) (centre a b A B) := by
  -- how the product centre follows each of the two centres
  have hPA : HasDerivAt (fun v => centre a b v B) (a / (a + b)) A := by
    have h := (((hasDerivAt_id' A).const_mul a).add_const (b * B)).div_const (a + b)
    rw [mul_one] at h
    exact h
  have hPB : HasDerivAt (fun v => centre a b A v) (b / (a + b)) B := by
    have h := (((hasDerivAt_id' B).const_mul b).const_add (a * A)).div_const (a + b)
    rw [mul_one] at h
    exact h
  have h1 := (hasDerivAt_expansion s E E' (a + b) x ((hasDerivAt_id' A).sub_const B) hPA hE)
  have h2 := (hasDerivAt_expansion s E E' (a + b) x ((hasDerivAt_id' B).const_sub A) hPB hE)
  simp only [one_mul] at h1
  simp only [neg_mul, one_mul, ← sub_eq_add_neg] at h2
  refine ⟨h1, h2, ?_⟩
  -- the weights of the two centres add up to one
  have hw : a / (a + b) + b / (a + b) = 1 := by rw [← add_div, div_self hp]
  have e1 : deriv (fun v => distribution s E a b x v B) A = _ := h1.deriv
  have e2 : deriv (fun v => distribution s E a b x A v) B = _ := h2.deriv
  rw [e1, e2, ← Finset.sum_add_distrib]
  refine Finset.sum_congr rfl fun t _ => ?_
  linear_combination (E t (A - B) * hermiteGaussian (a + b) x (t + 1) (centre a b A B)) * hw

/-- For `a + b ≠ 0`, the `n`-th derivative under a joint displacement of both centres raises
every Hermite index by `n` and leaves the coefficients unchanged. -/
theorem iteratedDeriv_joint_displacement (s : Finset ℕ) (E : ℕ → ℝ → ℝ) (a b x A B : ℝ)
    (hp : a + b ≠ 0) (n : ℕ) (u : ℝ) :
    iteratedDeriv n (fun v => distribution s E a b x (A + v) (B + v)) u
      = ∑ t ∈ s, E t (A - B) *
          hermiteGaussian (a + b) x (t + n) (centre a b (A + u) (B + u)) := by
  -- the product centre moves rigidly with the two centres
  have hc : ∀ v, centre a b (A + v) (B + v) = centre a b A B + v := by
    intro v
    unfold centre
    rw [div_add' _ _ _ hp]
    congr 1
    ring
  induction n generalizing u with
  | zero => simp [distribution]
  | succ n ih =>
    rw [iteratedDeriv_succ, funext ih]
    apply HasDerivAt.deriv
    refine HasDerivAt.fun_sum fun t _ => ?_
    have hP : HasDerivAt (fun v => centre a b (A + v) (B + v)) 1 u := by
      simp only [hc]
      exact (hasDerivAt_id' u).const_add _
    have h := ((hasDerivAt_hermiteGaussian (a + b) x (t + n)
      (centre a b (A + u) (B + u))).comp u hP).const_mul (E t (A - B))
    rw [mul_one] at h
    exact h

/-- A Hermite Gaussian depends on the electron coordinate and the centre only through their
difference. -/
theorem hermiteGaussian_translate (p x : ℝ) (t : ℕ) (P : ℝ) :
    hermiteGaussian p x t P = hermiteGaussian p 0 t (P - x) := by
  induction t generalizing P with
  | zero =>
    simp only [hermiteGaussian, iteratedDeriv_zero]
    congr 1
    ring
  | succ t ih =>
    have h1 := hasDerivAt_hermiteGaussian p x t P
    have h2 := (hasDerivAt_hermiteGaussian p 0 t (P - x)).comp P
      ((hasDerivAt_id' P).sub_const x)
    rw [mul_one] at h2
    have he : hermiteGaussian p x t = fun Q => hermiteGaussian p 0 t (Q - x) := funext ih
    rw [he] at h1
    exact h1.unique h2

/-- The derivative of the charge distribution with respect to the electron coordinate raises
every Hermite index by one and changes the sign. -/
theorem hasDerivAt_electron (s : Finset ℕ) (E : ℕ → ℝ → ℝ) (a b x A B : ℝ) :
    HasDerivAt (fun y => distribution s E a b y A B)
      (-∑ t ∈ s, E t (A - B) * hermiteGaussian (a + b) x (t + 1) (centre a b A B)) x := by
  unfold distribution
  rw [← Finset.sum_neg_distrib]
  refine HasDerivAt.fun_sum fun t _ => ?_
  have h := ((hasDerivAt_hermiteGaussian (a + b) 0 t (centre a b A B - x)).comp x
    ((hasDerivAt_id' x).const_sub (centre a b A B))).const_mul (E t (A - B))
  have hf : (fun y => E t (A - B) * hermiteGaussian (a + b) y t (centre a b A B))
      = fun y => E t (A - B) * hermiteGaussian (a + b) 0 t (centre a b A B - y) :=
    funext fun y => by rw [hermiteGaussian_translate (a + b) y]
  rw [hf, hermiteGaussian_translate (a + b) x (t + 1)]
  exact h.congr_deriv (by ring)

/-- Hermite coefficients, as functions of `X = A - B`, for a p-type Gaussian on `A` times an
s-type Gaussian on `B`, for `a + b ≠ 0`. -/
def psCoeff (a b : ℝ) : ℕ → ℝ → ℝ
  | 0 => fun X => -(b / (a + b)) * X * Real.exp (-(a * b / (a + b)) * X ^ 2)
  | 1 => fun X => 1 / (2 * (a + b)) * Real.exp (-(a * b / (a + b)) * X ^ 2)
  | _ + 2 => fun _ => 0

/-- For `a + b ≠ 0`, the product of a p-type Gaussian on `A` and an s-type Gaussian on `B` is a
Hermite expansion with the differentiable coefficients `psCoeff`. -/
theorem ps_product_witness (a b : ℝ) (hp : a + b ≠ 0) :
    (∀ t, Differentiable ℝ (psCoeff a b t)) ∧
    ∀ x A B : ℝ, (x - A) * Real.exp (-a * (x - A) ^ 2) * Real.exp (-b * (x - B) ^ 2)
      = distribution (range 2) (psCoeff a b) a b x A B := by
  refine ⟨fun t => ?_, fun x A B => ?_⟩
  · match t with
    | 0 => simp only [psCoeff]; fun_prop
    | 1 => simp only [psCoeff]; fun_prop
    | t + 2 => simp only [psCoeff]; fun_prop
  -- the first two Hermite Gaussians in closed form
  have h0 : hermiteGaussian (a + b) x 0 = fun Q => Real.exp (-(a + b) * (x - Q) ^ 2) := by
    funext Q
    simp only [hermiteGaussian, iteratedDeriv_zero]
  have h1 : ∀ P, hermiteGaussian (a + b) x 1 P
      = 2 * (a + b) * (x - P) * Real.exp (-(a + b) * (x - P) ^ 2) := by
    intro P
    have hl := hasDerivAt_hermiteGaussian (a + b) x 0 P
    rw [h0] at hl
    have hr := ((((hasDerivAt_id' P).const_sub x).fun_pow 2).const_mul (-(a + b))).exp
    refine (hl.unique hr).trans ?_
    simp only [Nat.cast_ofNat, Nat.reduceSub, pow_one]
    ring
  -- the Gaussian product rule, and the shift of the p-type factor to the product centre
  have hexp : Real.exp (-a * (x - A) ^ 2) * Real.exp (-b * (x - B) ^ 2)
      = Real.exp (-(a * b / (a + b)) * (A - B) ^ 2)
        * Real.exp (-(a + b) * (x - centre a b A B) ^ 2) := by
    rw [← Real.exp_add, ← Real.exp_add]
    congr 1
    unfold centre
    field_simp
    ring
  have hc : x - A = (x - centre a b A B) - b / (a + b) * (A - B) := by
    unfold centre
    field_simp
    ring
  have h2 : 1 / (2 * (a + b)) * (2 * (a + b)) = 1 :=
    one_div_mul_cancel (mul_ne_zero two_ne_zero hp)
  simp only [distribution, Finset.sum_range_succ, Finset.sum_range_zero, zero_add, psCoeff, h0, h1]
  linear_combination (x - A) * hexp
    + Real.exp (-(a * b / (a + b)) * (A - B) ^ 2)
      * Real.exp (-(a + b) * (x - centre a b A B) ^ 2) * (hc - (x - centre a b A B) * h2)

end

end McMurchieDavidsonGradient
```

```lean
#print axioms McMurchieDavidsonGradient.hasDerivAt_hermiteGaussian
#print axioms McMurchieDavidsonGradient.centre_derivatives
#print axioms McMurchieDavidsonGradient.iteratedDeriv_joint_displacement
#print axioms McMurchieDavidsonGradient.hasDerivAt_electron
```

```
'McMurchieDavidsonGradient.hasDerivAt_hermiteGaussian' depends on axioms: [propext, Classical.choice, Quot.sound]
'McMurchieDavidsonGradient.centre_derivatives' depends on axioms: [propext, Classical.choice, Quot.sound]
'McMurchieDavidsonGradient.iteratedDeriv_joint_displacement' depends on axioms: [propext, Classical.choice, Quot.sound]
'McMurchieDavidsonGradient.hasDerivAt_electron' depends on axioms: [propext, Classical.choice, Quot.sound]
```

## Pointwise identities at fixed exponents

`hermiteGaussian p x t P` is \(L_t(x;p,P)\), `centre a b A B` is \(P\), and `distribution s E a b x A B` is \(O\). The derivatives that define \(L_t\) are taken in the centre, which fixes the sign convention: derivatives in \(x\) would bring a factor \((-1)^t\). The coefficients are a family of real functions `E`, evaluated at `A - B`. The numbers `E' t` are their derivatives at that one separation, so `E' t` is a derivative in \(R\), not in \(A\) or \(B\).

`HasDerivAt f f' u` says that `f` is differentiable at `u` with derivative `f'`. The main theorem, `centre_derivatives`, states the two centre derivatives in this form and their sum with `deriv`. It has two hypotheses:

- `hp` says that \(a+b\neq0\), so that the pair has a product centre. Positive exponents, as in a basis set of decaying functions, satisfy it.
- `hE` says that the coefficients respond differentiably to a change of the separation. For the p-s product this is proved in `ps_product_witness`; for a general family it is assumed.

All identities hold at each fixed real \(x\). They concern one Cartesian direction and one pair of primitives. The file does not treat differentiation under an integral sign, the recurrences that generate \(E_t\) for higher angular momentum, or rounding error. In three dimensions a product of two Cartesian Gaussian primitives factorises, and an \(x\)-component of a centre derivative acts on the \(x\)-factor alone, but that step is left to the reader.

## From index raising to the p-s product

`hasDerivAt_hermiteGaussian` is the index-raising rule. `fun_prop` supplies the smoothness of the Gaussian, and `iteratedDeriv_succ` identifies the derivative of the \(t\)-th derivative with the next one.

`hasDerivAt_expansion` is the chain rule for arbitrary differentiable motions of \(R\) and \(P\). Its steps `h1` and `h2` differentiate the coefficient and the Hermite Gaussian, and `fun_mul` applies the product rule to each term.

In `centre_derivatives`, `hPA` and `hPB` are the rates \(a/p\) and \(b/p\) at which the product centre follows \(A\) and \(B\). The general chain rule is then used twice, with separation rates \(1\) and \(-1\). For the sum, `hw` states that the weights add up to one, and `linear_combination` uses it in each term while the coefficient derivatives cancel.

`iteratedDeriv_joint_displacement` first shows in `hc` that the product centre moves rigidly with the pair. Induction on `n` then applies the index-raising rule once per derivative.

`hermiteGaussian_translate` proves the dependence on \(P-x\) by induction on `t`: if two expressions for \(L_t\) agree at every centre, their derivatives agree by uniqueness. `hasDerivAt_electron` uses this to turn a derivative in \(x\) into one in the centre, with the minus sign.

`ps_product_witness` treats the explicit product, with coefficients `psCoeff`. Its steps `h0` and `h1` are the closed forms of \(L_0\) and \(L_1\), `hexp` is the Gaussian product rule, and `hc` rewrites \(x-A\) about the product centre. The final `linear_combination` assembles them into the expansion derived above.
